# Two sites of equal isotropic polarisability \(\alpha\) with Thole's linear damping of length \(s\) are stable at every separation exactly when \(4\alpha\le s^3\)

Q: Take two induced dipoles confined to one line, with signed lengths \(x\) and \(y\), equal polarisability \(\alpha>0\) and a coupling \(t\). Up to the factor \(1/(2\alpha)\), their energy is
\[
x^2+y^2-2\alpha t\,xy=\tfrac12(1-\alpha t)(x+y)^2+\tfrac12(1+\alpha t)(x-y)^2 .
\]
It has a strict minimum at zero exactly when \(|\alpha t|<1\). Otherwise the dipoles can grow at no energy cost, which is the polarisation catastrophe. Does anything new happen in three dimensions?

A: Only that there are several couplings. Let \(p,q\in\mathbb R^3\) be the dipoles, \(n\) the unit vector joining them, and \(T=a\,nn^T-bI\) the coupling tensor, with real numbers \(a,b\). The scaled energy is \(p\cdot p+q\cdot q-2\alpha\,p\cdot Tq\), the quadratic form of
\[
M=\begin{pmatrix}I&-\alpha T\\-\alpha T&I\end{pmatrix}.
\]
With \(S=p+q\) and \(D=p-q\) it becomes
\[
\tfrac12\,S\cdot(I-\alpha T)S+\tfrac12\,D\cdot(I+\alpha T)D .
\]
The tensor \(T\) has eigenvalue \(a-b\) along \(n\) and \(-b\) across it. The stiffnesses are therefore \(1\mp\alpha(a-b)\) along \(n\) and \(1\pm\alpha b\) across it, upper signs for \(S\). All are positive exactly when \(|\alpha(a-b)|<1\) and \(|\alpha b|<1\).

Q: Where does the damping enter?

A: Through \(a\) and \(b\). Let \(R>0\) be the separation and \(s>0\) the damping length, the distance within which the smeared charge distribution modifies the point-dipole interaction. With \(v=\min(R/s,1)\), Thole's linear model has
\[
a=\frac{3v^4}{R^3},\qquad b=\frac{4v^3-3v^4}{R^3}.
\]
For \(R\ge s\) we have \(v=1\), so \(a-b=2/R^3\) and \(b=1/R^3\). The first condition is the stricter one, and it reads \(2\alpha<R^3\).

For \(0<R\le s\), put \(u=R/s\). The powers of \(R\) cancel:
\[
a-b=\frac{6u-4}{s^3},\qquad b=\frac{4-3u}{s^3},
\]
and stability means \(\alpha|6u-4|<s^3\) and \(\alpha(4-3u)<s^3\).

Suppose \(4\alpha\le s^3\). Since \(0<u\le1\), both \(|6u-4|\) and \(4-3u\) are strictly below 4, so the inner conditions hold. Outside, \(2\alpha<4\alpha\le s^3\le R^3\).

Suppose instead \(4\alpha>s^3\). Choose \(u=(4\alpha-s^3)/(4\alpha)\), which lies between 0 and 1. Then
\[
\alpha(4-3u)=\alpha+\tfrac34s^3>s^3,
\]
and the transverse condition fails at \(R=su\).

Q: Why is equality allowed, when positive definiteness is strict?

A: The value 4 is approached only as \(R\to0\), and \(R=0\) is excluded. At \(4\alpha=s^3\) the antiparallel transverse stiffness inside the damping length is \(1-(4-3u)/4=3u/4\). It is positive at each separation, but has no positive lower bound common to all of them.

Q: Give me numbers.

A: Use units with \(s=1\) and take \(R=1/2\). For \(\alpha=1/4\), the transverse coupling is \(\alpha b=\tfrac14\cdot\tfrac52=0.625\) and the axial one is \(\alpha(a-b)=-0.25\). The smallest eigenvalue of \(M\) is \(0.375\). Undamped dipoles at this distance would have an axial stiffness of \(1-2\alpha/R^3=-3\).

For \(\alpha=1/2\), the transverse coupling is \(1.25\). With \(m\) a unit vector across \(n\), the normalised configuration \((m,-m)/\sqrt2\) has scaled energy \(1-1.25=-0.25\), so the damped pair is unstable.

Q: Now the formal version. Are its matrices really these?

A: You can compare them term by term. Vectors are functions `Fin 3 → ℝ`, and lengths and polarisabilities are real numbers, in the convention where \(\alpha\) has the dimension of volume.

In Lean 4 with Mathlib:

```lean
import Mathlib

open Matrix

namespace TholeDamping

noncomputable section
```

The general tensor \(a\,nn^T-bI\) is `axial`; `vecMulVec n n` is \(nn^T\).

```lean
/-- The axially symmetric tensor `a n nᵀ - b I` about the direction `n`. -/
def axial (a b : ℝ) (n : Fin 3 → ℝ) : Matrix (Fin 3) (Fin 3) ℝ :=
  a • vecMulVec n n - b • (1 : Matrix (Fin 3) (Fin 3) ℝ)
```

The undamped tensor fixes the sign convention: the interaction energy is \(-p\cdot Tq\), so parallel dipoles along \(n\) attract.

```lean
/-- The undamped dipole tensor `(3 n nᵀ - I) / R³`. -/
def pointTensor (R : ℝ) (n : Fin 3 → ℝ) : Matrix (Fin 3) (Fin 3) ℝ :=
  axial (3 / R ^ 3) (1 / R ^ 3) n
```

The damped tensor keeps the minimum in its definition, so one formula covers both regimes.

```lean
/-- Thole's linear-model dipole tensor with damping length `s`, where `v = min (R/s) 1`. -/
def tholeTensor (s R : ℝ) (n : Fin 3 → ℝ) : Matrix (Fin 3) (Fin 3) ℝ :=
  let v := min (R / s) 1
  axial (3 * v ^ 4 / R ^ 3) ((4 * v ^ 3 - 3 * v ^ 4) / R ^ 3) n
```

The block matrix is indexed by `Fin 3 ⊕ Fin 3`, the left copy for \(p\) and the right copy for \(q\).

```lean
/-- The matrix `[[I, -α T], [-α T, I]]` of two dipoles of polarisability `α` coupled by `T`. -/
def pairMatrix (α : ℝ) (T : Matrix (Fin 3) (Fin 3) ℝ) :
    Matrix (Fin 3 ⊕ Fin 3) (Fin 3 ⊕ Fin 3) ℝ :=
  fromBlocks 1 (-(α • T)) (-(α • T)) 1
```

Q: And what does the main theorem, `thole_stable_iff`, say about them?

A: For \(\alpha>0\), \(s>0\) and any \(n\) with `n ⬝ᵥ n = 1`, `PosDef` holds for every \(R>0\) if and only if \(4\alpha\le s^3\). Mathlib's `PosDef` means symmetric here, with a strictly positive quadratic form on nonzero vectors. That is the condition for the energy to have a strict minimum at zero dipoles.

Q: Is the unit length of \(n\) more than bookkeeping?

A: Yes. Take \(s=1\), \(\alpha=1/4\), \(R=1\) and \(n=(2,0,0)\). Then \(4\alpha\le s^3\), but \(a=3\), \(b=1\), and the axial eigenvalue of \(T\) is \(3\cdot4-1=11\). The parallel stiffness is \(1-11/4<0\), so the matrix isn't positive definite.

Q: What physics is missing?

A: The model has two sites with equal, isotropic, static polarisabilities and purely linear response. Unequal sites, other damping functions and larger clusters are not treated; in a cluster, the couplings to several neighbours can add up. For simulation practice, the result gives a parameter check for one isolated pair of equal sites: if \(s=k\alpha^{1/3}\) with \(k\) dimensionless, the condition is \(k^3\ge4\).

Q: Show me that the proof follows your derivation.

A: It starts with the energy. `pair_energy` expands the matrix product into components and checks the formula with `ring`.

```lean
/-- The quadratic form of the pair matrix, written in terms of the two dipoles `p` and `q`. -/
theorem pair_energy (α a b : ℝ) (n p q : Fin 3 → ℝ) :
    Sum.elim p q ⬝ᵥ (pairMatrix α (axial a b n) *ᵥ Sum.elim p q) =
      p ⬝ᵥ p + q ⬝ᵥ q - 2 * α * (a * (n ⬝ᵥ p) * (n ⬝ᵥ q) - b * (p ⬝ᵥ q)) := by
  simp [pairMatrix, axial, dotProduct, mulVec, Fintype.sum_sum_type, Fin.sum_univ_three,
    vecMulVec_apply, Matrix.one_apply]
  ring
```

Symmetry of the matrix is a separate part of `PosDef`. It follows because \(T\) is symmetric.

```lean
/-- The pair matrix of an axially symmetric coupling is symmetric. -/
theorem pair_hermitian (α a b : ℝ) (n : Fin 3 → ℝ) :
    (pairMatrix α (axial a b n)).IsHermitian := by
  refine IsHermitian.fromBlocks isHermitian_one ?_ isHermitian_one
  ext i j
  rw [conjTranspose_apply, star_trivial]
  by_cases h : i = j
  · subst h; rfl
  · simp only [axial, Matrix.neg_apply, Matrix.sub_apply, Matrix.smul_apply, vecMulVec_apply,
      Matrix.one_apply_ne h, Matrix.one_apply_ne (Ne.symm h), smul_eq_mul]
    ring
```

The transverse test needs a vector across \(n\). The lemma uses \((-n_1,n_0,0)\), with components numbered from 0, or \((1,0,0)\) if \(n_0=n_1=0\).

```lean
/-- Every direction in space has a nonzero vector perpendicular to it. -/
theorem exists_perp (n : Fin 3 → ℝ) : ∃ m : Fin 3 → ℝ, 0 < m ⬝ᵥ m ∧ n ⬝ᵥ m = 0 := by
  by_cases h : n 0 = 0 ∧ n 1 = 0
  · refine ⟨![1, 0, 0], ?_, ?_⟩ <;> simp [dotProduct, Fin.sum_univ_three, h.1]
  · refine ⟨![-n 1, n 0, 0], ?_, ?_⟩
    · simp only [dotProduct, Fin.sum_univ_three]
      show 0 < -n 1 * -n 1 + n 0 * n 0 + 0 * 0
      rcases not_and_or.1 h with h | h
      · nlinarith [mul_self_pos.2 h, mul_self_nonneg (n 1)]
      · nlinarith [mul_self_pos.2 h, mul_self_nonneg (n 0)]
    · simp only [dotProduct, Fin.sum_univ_three]
      show n 0 * -n 1 + n 1 * n 0 + n 2 * 0 = 0
      ring
```

The next lemma handles the splitting along and across \(n\). Cauchy–Schwarz gives \((n\cdot w)^2\le w\cdot w\), so the transverse part of \(|w|^2\) is nonnegative. If both stiffnesses are at least \(e\), the energy is then at least \(e|w|^2\).

```lean
/-- If the stiffnesses `c` along the unit vector `n` and `d` across it are at least `e`, the energy
of a dipole `w` is at least `e |w|²`. -/
theorem mode_bound {n : Fin 3 → ℝ} (hn : n ⬝ᵥ n = 1) {c d e : ℝ} (hc : e ≤ c) (hd : e ≤ d)
    (w : Fin 3 → ℝ) :
    e * (w ⬝ᵥ w) ≤ c * (n ⬝ᵥ w) ^ 2 + d * (w ⬝ᵥ w - (n ⬝ᵥ w) ^ 2) := by
  have h : (n ⬝ᵥ w) ^ 2 ≤ (n ⬝ᵥ n) * (w ⬝ᵥ w) := by
    simpa only [dotProduct, sq] using Finset.sum_mul_sq_le_sq_mul_sq Finset.univ n w
  rw [hn, one_mul] at h
  nlinarith [mul_nonneg (sub_nonneg.2 hc) (sq_nonneg (n ⬝ᵥ w)),
    mul_nonneg (sub_nonneg.2 hd) (sub_nonneg.2 h)]
```

Q: Where do the sum and difference modes appear?

A: In the stability criterion for a general axial tensor. For necessity, the proof inserts the pairs \((n,n)\), \((n,-n)\), \((m,m)\) and \((m,-m)\), with \(m\) perpendicular to \(n\). Each gives one of the four stiffness inequalities. The vector \(m\) is not normalised, so its inequalities carry a positive factor \(m\cdot m\), which is divided out.

For sufficiency, \(e\) is one minus the larger of the two absolute values, a positive lower bound for all four stiffnesses. Applying `mode_bound` to \(p+q\) and \(p-q\) and adding shows that the scaled energy is at least \(e(p\cdot p+q\cdot q)\), which is positive for a nonzero configuration.

```lean
/-- For a unit vector `n`, two dipoles coupled by `a n nᵀ - b I` have a positive definite pair
matrix exactly when `|α (a - b)| < 1` and `|α b| < 1`. -/
theorem pair_posDef_iff (α a b : ℝ) {n : Fin 3 → ℝ} (hn : n ⬝ᵥ n = 1) :
    (pairMatrix α (axial a b n)).PosDef ↔ |α * (a - b)| < 1 ∧ |α * b| < 1 := by
  rw [posDef_iff_dotProduct_mulVec]
  constructor
  · rintro ⟨-, h⟩
    have key : ∀ p q : Fin 3 → ℝ, 0 < p ⬝ᵥ p →
        0 < p ⬝ᵥ p + q ⬝ᵥ q - 2 * α * (a * (n ⬝ᵥ p) * (n ⬝ᵥ q) - b * (p ⬝ᵥ q)) := by
      intro p q hp
      have hne : Sum.elim p q ≠ 0 := by
        intro h0
        have hp0 : p = 0 := funext fun i => congrFun h0 (Sum.inl i)
        simp [hp0] at hp
      have h1 := h hne
      rwa [star_trivial, pair_energy] at h1
    -- test parallel and antiparallel dipoles, along `n` and across it
    obtain ⟨m, hm, hnm⟩ := exists_perp n
    have hn0 : 0 < n ⬝ᵥ n := by rw [hn]; exact one_pos
    have h1 := key n n hn0
    have h2 := key n (-n) hn0
    have h3 := key m m hm
    have h4 := key m (-m) hm
    simp only [dotProduct_neg, neg_dotProduct, hn, hnm] at h1 h2 h3 h4
    have h5 : 0 < (1 + α * b) * (m ⬝ᵥ m) := by nlinarith
    have h6 : 0 < (1 - α * b) * (m ⬝ᵥ m) := by nlinarith
    have h7 := (mul_pos_iff_of_pos_right hm).1 h5
    have h8 := (mul_pos_iff_of_pos_right hm).1 h6
    exact ⟨abs_lt.2 ⟨by nlinarith, by nlinarith⟩, abs_lt.2 ⟨by linarith, by linarith⟩⟩
  · rintro ⟨hx, hy⟩
    refine ⟨pair_hermitian α a b n, ?_⟩
    intro x hx0
    obtain ⟨p, q, rfl⟩ : ∃ p q : Fin 3 → ℝ, x = Sum.elim p q :=
      ⟨_, _, (Sum.elim_comp_inl_inr x).symm⟩
    rw [star_trivial, pair_energy]
    have hp : 0 ≤ p ⬝ᵥ p := Finset.sum_nonneg fun i _ => mul_self_nonneg (p i)
    have hq : 0 ≤ q ⬝ᵥ q := Finset.sum_nonneg fun i _ => mul_self_nonneg (q i)
    have hpq : 0 < p ⬝ᵥ p + q ⬝ᵥ q := by
      by_contra hle
      have hp0 : p = 0 := dotProduct_self_eq_zero.1 (by linarith)
      have hq0 : q = 0 := dotProduct_self_eq_zero.1 (by linarith)
      apply hx0
      rw [hp0, hq0]
      ext (i | i) <;> rfl
    -- a common lower bound `e` for the four stiffnesses
    obtain ⟨e, he, hxe, hye⟩ : ∃ e : ℝ, 0 < e ∧ |α * (a - b)| ≤ 1 - e ∧ |α * b| ≤ 1 - e :=
      ⟨1 - max |α * (a - b)| |α * b|, sub_pos.2 (max_lt hx hy),
        by linarith [le_max_left |α * (a - b)| |α * b|],
        by linarith [le_max_right |α * (a - b)| |α * b|]⟩
    obtain ⟨x1, x2⟩ := abs_le.1 hxe
    obtain ⟨y1, y2⟩ := abs_le.1 hye
    -- the in-phase and out-of-phase combinations decouple
    have hS := mode_bound hn (c := 1 - α * (a - b)) (d := 1 + α * b) (e := e)
      (by linarith) (by linarith) (p + q)
    have hD := mode_bound hn (c := 1 + α * (a - b)) (d := 1 - α * b) (e := e)
      (by linarith) (by linarith) (p - q)
    simp only [dotProduct_add, add_dotProduct, dotProduct_sub, sub_dotProduct,
      dotProduct_comm q p] at hS hD
    nlinarith [mul_pos he hpq]
```

The stability criteria from here on all assume \(\alpha>0\) and a unit vector \(n\), though their docstrings don't repeat it. For point dipoles, inserting \(a=3/R^3\) and \(b=1/R^3\) leaves the axial condition, since it implies the transverse one.

```lean
/-- Undamped point dipoles have a positive definite pair matrix exactly when `2 α < R³`. -/
theorem point_posDef_iff {α R : ℝ} (hα : 0 < α) (hR : 0 < R) {n : Fin 3 → ℝ}
    (hn : n ⬝ᵥ n = 1) : (pairMatrix α (pointTensor R n)).PosDef ↔ 2 * α < R ^ 3 := by
  have hR3 : 0 < R ^ 3 := by positivity
  have e1 : α * (3 / R ^ 3 - 1 / R ^ 3) = 2 * α / R ^ 3 := by ring
  have e2 : α * (1 / R ^ 3) = α / R ^ 3 := by ring
  rw [pointTensor, pair_posDef_iff _ _ _ hn, e1, e2, abs_of_pos (by positivity),
    abs_of_pos (by positivity), div_lt_one hR3, div_lt_one hR3]
  exact ⟨fun h => h.1, fun h => ⟨h, by linarith⟩⟩
```

Outside the damping length the minimum equals 1, and the two tensors coincide.

```lean
/-- At separations `R ≥ s` Thole's tensor is the undamped dipole tensor. -/
theorem thole_eq_point {s R : ℝ} (hs : 0 < s) (hR : s ≤ R) (n : Fin 3 → ℝ) :
    tholeTensor s R n = pointTensor R n := by
  have hv : min (R / s) 1 = 1 := min_eq_right ((one_le_div hs).2 hR)
  simp only [tholeTensor, pointTensor, hv]
  norm_num
```

Inside it, `field_simp` performs the cancellation of powers of \(R\), and the general criterion turns into the two inequalities in \(R/s\).

```lean
/-- At separations `0 < R ≤ s` the damped pair matrix is positive definite exactly when
`α |6R/s - 4| < s³` and `α (4 - 3R/s) < s³`. -/
theorem thole_inner_iff {α s R : ℝ} (hα : 0 < α) (hs : 0 < s) (hR : 0 < R) (hRs : R ≤ s)
    {n : Fin 3 → ℝ} (hn : n ⬝ᵥ n = 1) : (pairMatrix α (tholeTensor s R n)).PosDef ↔
      α * |6 * (R / s) - 4| < s ^ 3 ∧ α * (4 - 3 * (R / s)) < s ^ 3 := by
  have hs3 : 0 < s ^ 3 := by positivity
  have hv1 : R / s ≤ 1 := (div_le_one hs).2 hRs
  have e2 : (4 * (R / s) ^ 3 - 3 * (R / s) ^ 4) / R ^ 3 = (4 - 3 * (R / s)) / s ^ 3 := by
    field_simp
  have e1 : 3 * (R / s) ^ 4 / R ^ 3 = 3 * (R / s) / s ^ 3 := by
    field_simp
  have e3 : α * (3 * (R / s) / s ^ 3 - (4 - 3 * (R / s)) / s ^ 3)
      = α * (6 * (R / s) - 4) / s ^ 3 := by ring
  have e4 : α * ((4 - 3 * (R / s)) / s ^ 3) = α * (4 - 3 * (R / s)) / s ^ 3 := by ring
  have hb : 0 < 4 - 3 * (R / s) := by linarith
  simp only [tholeTensor, min_eq_left hv1]
  rw [pair_posDef_iff _ _ _ hn, e1, e2, e3, e4, abs_div, abs_div, abs_mul, abs_mul,
    abs_of_pos hα, abs_of_pos hs3, abs_of_pos hb, div_lt_one hs3, div_lt_one hs3]
```

Q: So the last theorem only combines these?

A: Yes, with the explicit separation from above. In the forward direction it assumes \(4\alpha>s^3\), sets \(t=(4\alpha-s^3)/(4\alpha)\), which is our \(u\), and contradicts the transverse inequality at \(R=st\). In the reverse direction it splits into \(R\le s\) and \(s\le R\), using the strict bounds below 4 in the first case and \(s^3\le R^3\) in the second.

```lean
/-- Thole's linear model gives a positive definite pair matrix at every separation `R > 0`
if and only if `4 α ≤ s³`. -/
theorem thole_stable_iff {α s : ℝ} (hα : 0 < α) (hs : 0 < s) {n : Fin 3 → ℝ}
    (hn : n ⬝ᵥ n = 1) :
    (∀ R : ℝ, 0 < R → (pairMatrix α (tholeTensor s R n)).PosDef) ↔ 4 * α ≤ s ^ 3 := by
  constructor
  · intro h
    by_contra hlt
    have hlt' : s ^ 3 < 4 * α := not_le.1 hlt
    have hs3 : 0 < s ^ 3 := by positivity
    -- an explicit short separation `R = s t` at which the transverse condition fails
    obtain ⟨t, ht⟩ : ∃ t : ℝ, t = (4 * α - s ^ 3) / (4 * α) := ⟨_, rfl⟩
    have ht0 : 0 < t := by rw [ht]; exact div_pos (by linarith) (by linarith)
    have ht1 : t ≤ 1 := by rw [ht, div_le_one (by linarith)]; linarith
    have hat : α * t = (4 * α - s ^ 3) / 4 := by rw [ht]; field_simp
    have hst : s * t / s = t := mul_div_cancel_left₀ t hs.ne'
    have h2 := ((thole_inner_iff hα hs (mul_pos hs ht0) (by nlinarith) hn).1
      (h (s * t) (mul_pos hs ht0))).2
    rw [hst] at h2
    nlinarith
  · intro h R hR
    rcases le_total R s with hRs | hRs
    · have hv0 : 0 < R / s := div_pos hR hs
      have hv1 : R / s ≤ 1 := (div_le_one hs).2 hRs
      have habs : |6 * (R / s) - 4| < 4 := abs_lt.2 ⟨by linarith, by linarith⟩
      refine (thole_inner_iff hα hs hR hRs hn).2 ⟨?_, ?_⟩
      · nlinarith [mul_pos hα (sub_pos.2 habs)]
      · nlinarith [mul_pos hα hv0]
    · rw [thole_eq_point hs hRs, point_posDef_iff hα hR hn]
      have h3 : s ^ 3 ≤ R ^ 3 := pow_le_pow_left₀ hs.le hRs 3
      linarith

end

end TholeDamping
```

```lean
#print axioms TholeDamping.thole_stable_iff
-- 'TholeDamping.thole_stable_iff' depends on axioms: [propext, Classical.choice, Quot.sound]
```
